# For a negative semidefinite screening correction, truncating the band sum never lowers the static Coulomb-hole energy

In a GW calculation that sums over empty bands, their number is raised until the quasiparticle energies settle. For the Coulomb-hole term in the static approximation, with the screened interaction given, the full-band limit has a closed form without a band sum, so the truncation error can be computed directly. The screened interaction may itself have been computed from a truncated sum over empty bands; that error is not treated here. On a finite grid, with a fixed negative semidefinite screening correction, its sign is also known: the truncated value is never too low.

Let $\phi$ be the orbital whose energy is wanted, and let $\psi_n$ be $m$ orthonormal bands on $m$ grid points $r$. Each orbital value includes the square root of the volume element. The matrix $W$ is the static screened interaction minus the bare one; many texts use the letter for the screened interaction itself. Negative semidefiniteness expresses that the static response of a stable ground state never raises the energy of an added charge distribution.

With pair densities $\rho_n(r)=\psi_n(r)^*\phi(r)$, a set $S$ of bands gives the orbital's Coulomb-hole energy

$$E_S=\tfrac12\sum_{n\in S}\langle\rho_n,W\rho_n\rangle .$$

## From completeness to the sign of the error

Put the bands into the rows of a square matrix, $A_{nr}=\psi_n(r)$. Orthonormality reads $AA^\dagger=1$. A right inverse of a square matrix is also a left inverse, so $A^\dagger A=1$, which is the completeness relation

$$\sum_n\psi_n(r)\psi_n(r')^*=\delta_{rr'} .$$

Writing out one term gives

$$\langle\rho_n,W\rho_n\rangle=\sum_{r,r'}\phi(r)^*W(r,r')\phi(r')\,\psi_n(r)\psi_n(r')^* .$$

Summed over all $n$, only $r'=r$ survives, and the energy becomes

$$E_{\rm CH}=\tfrac12\sum_r|\phi(r)|^2W(r,r).$$

Since $W$ is negative semidefinite, every term is at most zero. For $S\subseteq T$,

$$E_T-E_S=\tfrac12\sum_{n\in T\setminus S}\langle\rho_n,W\rho_n\rangle\le0 .$$

Taking $T$ to be all bands gives $E_S\ge E_{\rm CH}$, with error

$$E_S-E_{\rm CH}=-\tfrac12\sum_{n\notin S}\langle\rho_n,W\rho_n\rangle .$$

This is a sum of nonnegative numbers, so it vanishes only if each does. Writing $-W=B^\dagger B$ gives $-\langle\rho_n,W\rho_n\rangle=\|B\rho_n\|^2$, which is zero exactly when $W\rho_n=0$.

## Grid, bands and energies in Lean

Energies are complex numbers. In the order opened here, $a\le b$ means that $b-a$ is real and nonnegative.

```lean
import Mathlib

open Matrix
open scoped ComplexOrder

namespace CoulombHoleBands

noncomputable section

variable {m : ℕ}
```

`Fin m` labels both grid points and bands, counting from 0. The product `star x ⬝ᵥ y` is $\langle x,y\rangle$.

```lean
/-- The bands `ψ n` are `m` orthonormal vectors on a grid of `m` points. -/
def OrthonormalBands (ψ : Fin m → Fin m → ℂ) : Prop :=
  ∀ n k, star (ψ n) ⬝ᵥ ψ k = if n = k then 1 else 0
```

The orbital `φ` is any vector; it need be neither normalised nor one of the bands.

```lean
/-- The pair density `ρ_n(r) = conj (ψ_n(r)) φ(r)` of band `n` and the orbital `φ`. -/
def pairDensity (ψ : Fin m → Fin m → ℂ) (φ : Fin m → ℂ) (n : Fin m) : Fin m → ℂ :=
  fun r => star (ψ n r) * φ r

/-- The static Coulomb-hole energy summed over the bands in `S`:
half the sum of `⟨ρ_n, W ρ_n⟩`. -/
def bandSum (W : Matrix (Fin m) (Fin m) ℂ) (ψ : Fin m → Fin m → ℂ) (φ : Fin m → ℂ)
    (S : Finset (Fin m)) : ℂ :=
  (1 / 2) * ∑ n ∈ S, star (pairDensity ψ φ n) ⬝ᵥ W *ᵥ pairDensity ψ φ n

/-- The closed form of the Coulomb-hole energy, `(1/2) ∑_r |φ(r)|² W(r,r)`,
which contains no bands. -/
def closedForm (W : Matrix (Fin m) (Fin m) ℂ) (φ : Fin m → ℂ) : ℂ :=
  (1 / 2) * ∑ r, (‖φ r‖ : ℂ) ^ 2 * W r r
```

The first `N` bands are those numbered $0,\dots,N-1$. No ordering by energy is assumed.

```lean
/-- The first `N` of the `m` bands (all of them if `N` exceeds `m`). -/
def firstBands (m N : ℕ) : Finset (Fin m) :=
  Finset.univ.filter (fun n => n.val < N)
```

## The full sum

In the completeness proof, `h1` is $AA^\dagger=1$, and `mul_eq_one_comm` turns it into $A^\dagger A=1$.

```lean
/-- Completeness relation: for `m` orthonormal bands on `m` grid points,
`∑_n ψ_n(r) conj (ψ_n(r'))` is the Kronecker delta of `r` and `r'`. -/
theorem completeness {ψ : Fin m → Fin m → ℂ} (hψ : OrthonormalBands ψ) (r r' : Fin m) :
    ∑ n, ψ n r * star (ψ n r') = if r = r' then 1 else 0 := by
  -- the matrix whose rows are the bands has its adjoint as right inverse
  have h1 : (Matrix.of ψ) * (Matrix.of ψ)ᴴ = 1 := by
    ext k n
    have h := hψ n k
    simp only [dotProduct, Pi.star_apply] at h
    simp only [Matrix.mul_apply, Matrix.conjTranspose_apply, Matrix.of_apply, Matrix.one_apply]
    rw [Finset.sum_congr rfl (fun x _ => mul_comm (ψ k x) (star (ψ n x))), h]
    simp only [eq_comm]
  -- for a square matrix it is then also a left inverse
  have h2 : (Matrix.of ψ)ᴴ * (Matrix.of ψ) = 1 := mul_eq_one_comm.mp h1
  have h3 := congrFun (congrFun h2 r') r
  simp only [Matrix.mul_apply, Matrix.conjTranspose_apply, Matrix.of_apply,
    Matrix.one_apply] at h3
  rw [Finset.sum_congr rfl (fun n _ => mul_comm (ψ n r) (star (ψ n r'))), h3]
  simp only [eq_comm]
```

Next, `hterm` is the expanded quadratic form. Two uses of `Finset.sum_comm` move the band sum inside, where completeness reduces the double grid sum to its diagonal. This identity holds for any `W`.

```lean
/-- Summed over all bands of an orthonormal basis, the Coulomb-hole energy equals its
closed form, for any matrix `W`. -/
theorem bandSum_univ (W : Matrix (Fin m) (Fin m) ℂ) {ψ : Fin m → Fin m → ℂ}
    (hψ : OrthonormalBands ψ) (φ : Fin m → ℂ) :
    bandSum W ψ φ Finset.univ = closedForm W φ := by
  have hterm : ∀ n, star (pairDensity ψ φ n) ⬝ᵥ W *ᵥ pairDensity ψ φ n =
      ∑ r, ∑ r', (star (φ r) * W r r' * φ r') * (ψ n r * star (ψ n r')) := by
    intro n
    simp only [dotProduct, Matrix.mulVec, Finset.mul_sum, pairDensity, Pi.star_apply,
      star_mul', star_star]
    exact Finset.sum_congr rfl fun r _ => Finset.sum_congr rfl fun r' _ => by ring
  unfold bandSum closedForm
  congr 1
  simp only [hterm]
  rw [Finset.sum_comm]
  refine Finset.sum_congr rfl fun r _ => ?_
  rw [Finset.sum_comm]
  -- completeness leaves only the diagonal r' = r
  simp only [← Finset.mul_sum, completeness hψ, mul_ite, mul_one, mul_zero,
    Finset.sum_ite_eq, Finset.mem_univ, if_true]
  have hn : star (φ r) * φ r = (‖φ r‖ : ℂ) ^ 2 := Complex.conj_mul' (φ r)
  linear_combination W r r * hn
```

## Adding bands

The hypothesis `(-W).PosSemidef` includes hermiticity and makes each term real and nonpositive.

```lean
/-- For negative semidefinite `W`, the quadratic form `⟨x, W x⟩` is real and not positive. -/
theorem form_nonpos {W : Matrix (Fin m) (Fin m) ℂ} (hW : (-W).PosSemidef) (x : Fin m → ℂ) :
    star x ⬝ᵥ W *ᵥ x ≤ 0 := by
  have h := hW.dotProduct_mulVec_nonneg x
  rw [Matrix.neg_mulVec, dotProduct_neg] at h
  exact neg_nonneg.mp h
```

`Finset.sum_sdiff` splits the larger sum into the old bands and the added ones, as in $E_T-E_S$ above. Orthonormality is not needed.

```lean
/-- For negative semidefinite `W`, enlarging the set of bands never raises the
Coulomb-hole energy, whatever the bands are. -/
theorem bandSum_anti {W : Matrix (Fin m) (Fin m) ℂ} (hW : (-W).PosSemidef)
    (ψ : Fin m → Fin m → ℂ) (φ : Fin m → ℂ) {S T : Finset (Fin m)} (hST : S ⊆ T) :
    bandSum W ψ φ T ≤ bandSum W ψ φ S := by
  have half : (0 : ℂ) ≤ 1 / 2 := by
    rw [show (1 / 2 : ℂ) = ((1 / 2 : ℝ) : ℂ) by norm_num]
    exact Complex.zero_le_real.mpr (by norm_num)
  unfold bandSum
  rw [← Finset.sum_sdiff hST]
  exact mul_le_mul_of_nonneg_left
    (add_le_of_nonpos_left (Finset.sum_nonpos fun n _ => form_nonpos hW _)) half
```

The main theorem combines these results. `Antitone` means that the energy never increases with `N`; it may stay constant, and no rate of convergence is given.

```lean
/-- Band convergence of the static Coulomb hole: for negative semidefinite `W` and an
orthonormal basis of bands, the energy of the first `N` bands decreases (weakly) with `N`,
never lies below the closed form, and equals it once all `m` bands are included. -/
theorem coulombHole_band_convergence {W : Matrix (Fin m) (Fin m) ℂ} (hW : (-W).PosSemidef)
    {ψ : Fin m → Fin m → ℂ} (hψ : OrthonormalBands ψ) (φ : Fin m → ℂ) :
    Antitone (fun N => bandSum W ψ φ (firstBands m N)) ∧
    (∀ N, closedForm W φ ≤ bandSum W ψ φ (firstBands m N)) ∧
    (∀ N, m ≤ N → bandSum W ψ φ (firstBands m N) = closedForm W φ) := by
  refine ⟨fun N M hNM => bandSum_anti hW ψ φ ?_, fun N => ?_, fun N hN => ?_⟩
  · intro n hn
    simp only [firstBands, Finset.mem_filter, Finset.mem_univ, true_and] at hn ⊢
    omega
  · rw [← bandSum_univ W hψ φ]
    exact bandSum_anti hW ψ φ (Finset.subset_univ _)
  · have hall : firstBands m N = Finset.univ :=
      Finset.filter_true_of_mem fun n _ => lt_of_lt_of_le n.isLt hN
    rw [hall, bandSum_univ W hψ φ]
```

## When the truncated energy is strictly too high

Here `hrem` is the error formula, `hker` identifies the zeros of the quadratic form with the kernel of `W`, and `hexact` says that the error vanishes only if every omitted pair density lies in that kernel.

```lean
/-- For negative semidefinite `W` and an orthonormal basis of bands, a truncated
Coulomb-hole energy is strictly too high exactly when some omitted band has a pair density
that `W` does not annihilate. -/
theorem truncation_strict_iff {W : Matrix (Fin m) (Fin m) ℂ} (hW : (-W).PosSemidef)
    {ψ : Fin m → Fin m → ℂ} (hψ : OrthonormalBands ψ) (φ : Fin m → ℂ) (S : Finset (Fin m)) :
    closedForm W φ < bandSum W ψ φ S ↔ ∃ n, n ∉ S ∧ W *ᵥ pairDensity ψ φ n ≠ 0 := by
  have hle : closedForm W φ ≤ bandSum W ψ φ S := by
    rw [← bandSum_univ W hψ φ]
    exact bandSum_anti hW ψ φ (Finset.subset_univ _)
  -- the truncation error is minus half the sum of the omitted terms
  have hrem : bandSum W ψ φ S - closedForm W φ =
      (-(1 / 2)) * ∑ n ∈ Sᶜ, star (pairDensity ψ φ n) ⬝ᵥ W *ᵥ pairDensity ψ φ n := by
    rw [← bandSum_univ W hψ φ]
    unfold bandSum
    linear_combination (1 / 2) * Finset.sum_add_sum_compl S
      (fun n => star (pairDensity ψ φ n) ⬝ᵥ W *ᵥ pairDensity ψ φ n)
  -- a semidefinite form vanishes only on the kernel
  have hker : ∀ x : Fin m → ℂ, star x ⬝ᵥ W *ᵥ x = 0 ↔ W *ᵥ x = 0 := by
    intro x
    have h := hW.dotProduct_mulVec_zero_iff x
    simpa only [Matrix.neg_mulVec, dotProduct_neg, neg_eq_zero] using h
  have hexact : bandSum W ψ φ S = closedForm W φ ↔
      ∀ n, n ∉ S → W *ᵥ pairDensity ψ φ n = 0 := by
    rw [← sub_eq_zero, hrem, mul_eq_zero, or_iff_right (by norm_num),
      Finset.sum_eq_zero_iff_of_nonpos (fun n _ => form_nonpos hW _)]
    simp only [Finset.mem_compl, hker]
  rw [lt_iff_le_and_ne, and_iff_right hle, ne_comm, Ne, hexact]
  simp only [not_forall, exists_prop, ne_eq]
```

These theorems do not cover PAW calculations: there the smooth orbitals are orthonormal only under an overlap operator, and the pair densities carry augmentation charges. In a plane-wave code without augmentation, the basis is smaller than the real-space grid, so its bands are only part of a complete set of $m$. Their sum is still never too low, but even with all of them it need not reach the closed form.

## Two grid points

With $\phi=(1,1)$, one band gives $-37/25$ against the limit $-2$. For the normalised orbital $(1,1)/\sqrt2$ both values halve, to $-37/50$ and $-1$. Semidefiniteness is shown by writing $-W$ as a Gram matrix.

```lean
/-- Two grid points, two real orthonormal bands and a negative semidefinite `W`: the first band
alone gives the energy `-37/25` for the unnormalised orbital `(1, 1)`, while the closed form is
`-2`. -/
theorem coulombHole_witness :
    OrthonormalBands (m := 2) ![![3 / 5, 4 / 5], ![-4 / 5, 3 / 5]] ∧
    (-(!![-2, -1; -1, -2] : Matrix (Fin 2) (Fin 2) ℂ)).PosSemidef ∧
    bandSum !![-2, -1; -1, -2] ![![3 / 5, 4 / 5], ![-4 / 5, 3 / 5]] ![1, 1] {0} = -37 / 25 ∧
    closedForm !![-2, -1; -1, -2] ![1, 1] = -2 := by
  -- the bands are real, so conjugation leaves them unchanged
  have h3 : star (3 / 5 : ℂ) = 3 / 5 := by
    rw [show (3 / 5 : ℂ) = ((3 / 5 : ℝ) : ℂ) by norm_num]
    exact Complex.conj_ofReal _
  have h4 : star (4 / 5 : ℂ) = 4 / 5 := by
    rw [show (4 / 5 : ℂ) = ((4 / 5 : ℝ) : ℂ) by norm_num]
    exact Complex.conj_ofReal _
  have h4' : star (-4 / 5 : ℂ) = -4 / 5 := by
    rw [show (-4 / 5 : ℂ) = ((-4 / 5 : ℝ) : ℂ) by norm_num]
    exact Complex.conj_ofReal _
  have s0 : star (![3 / 5, 4 / 5] : Fin 2 → ℂ) = ![3 / 5, 4 / 5] := by
    ext i
    fin_cases i
    exacts [h3, h4]
  have s1 : star (![-4 / 5, 3 / 5] : Fin 2 → ℂ) = ![-4 / 5, 3 / 5] := by
    ext i
    fin_cases i
    exacts [h4', h3]
  have hρ : pairDensity (m := 2) ![![3 / 5, 4 / 5], ![-4 / 5, 3 / 5]] ![1, 1] 0 =
      ![3 / 5, 4 / 5] := by
    ext i
    fin_cases i
    exacts [(mul_one _).trans h3, (mul_one _).trans h4]
  refine ⟨?_, ?_, ?_, ?_⟩
  · intro n k
    fin_cases n
    · change star (![3 / 5, 4 / 5] : Fin 2 → ℂ) ⬝ᵥ _ = _
      rw [s0]
      fin_cases k <;> simp [dotProduct, Fin.sum_univ_succ] <;> norm_num
    · change star (![-4 / 5, 3 / 5] : Fin 2 → ℂ) ⬝ᵥ _ = _
      rw [s1]
      fin_cases k <;> simp [dotProduct, Fin.sum_univ_succ] <;> norm_num
  · -- minus W is a Gram matrix
    have h : -(!![-2, -1; -1, -2] : Matrix (Fin 2) (Fin 2) ℂ) =
        (!![1, 0; 0, 1; 1, 1] : Matrix (Fin 3) (Fin 2) ℂ)ᴴ *
          (!![1, 0; 0, 1; 1, 1] : Matrix (Fin 3) (Fin 2) ℂ) := by
      ext i j
      fin_cases i <;> fin_cases j <;>
        simp [Matrix.mul_apply, Fin.sum_univ_succ] <;> norm_num
    rw [h]
    exact Matrix.posSemidef_conjTranspose_mul_self _
  · unfold bandSum
    rw [Finset.sum_singleton, hρ, s0]
    simp [dotProduct, Matrix.mulVec, Fin.sum_univ_succ]
    norm_num
  · simp [closedForm, Fin.sum_univ_succ]
    norm_num

end

end CoulombHoleBands
```

```lean
#print axioms CoulombHoleBands.coulombHole_band_convergence
-- 'CoulombHoleBands.coulombHole_band_convergence' depends on axioms: [propext, Classical.choice, Quot.sound]
#print axioms CoulombHoleBands.truncation_strict_iff
-- 'CoulombHoleBands.truncation_strict_iff' depends on axioms: [propext, Classical.choice, Quot.sound]
```
